# In a degenerate real level, the density of one orbital at a site can take any value from zero to the projector's diagonal element

## Which frontier density does an atom of benzene have?

Take two uncoupled sites, 0 and 1, with the same energy. The orbitals $(1,0)$ and $(0,1)$ are degenerate, but so are $(\cos\theta,\sin\theta)$ and $(-\sin\theta,\cos\theta)$. At site 0 the density of the first rotated orbital is $\cos^2\theta$, which can be anything from 0 to 1, while the two densities always add up to 1.

Now I have diagonalised the Hückel matrix of benzene. One HOMO has density $1/3$ at atom 0 and its partner has 0. Another program gives me different numbers. How far can these values move, and is there anything in them that I can trust?

## The sum over the level is fixed, the single densities are not

Each value can move over the whole interval $[0,1/3]$, and the sum over two orthonormal orbitals of the level is always $1/3$. In your two-site case, one orbital sits entirely on site 0, the other has a node there, and mixing them gives every density in between. Any real level of dimension at least two contains a similar pair: one orbital with the largest density that the level allows at the site, and one with a node there.

### Mixing the projector's column with a node

Let $Q$ be the orthogonal projector onto the level, and let $q$ be its column $r$, so $q_s=Q_{sr}$. Since $q$ is $Q$ applied to the unit vector at site $r$, it lies in the level. For any $v$ in the level, symmetry of $Q$ gives

$$q\cdot v=\sum_s Q_{sr}v_s=\sum_s Q_{rs}v_s=(Qv)_r=v_r .$$

In particular $q\cdot q=Q_{rr}$. For normalised $v$, Cauchy–Schwarz gives the upper bound $v_r^2=(q\cdot v)^2\le (q\cdot q)(v\cdot v)=Q_{rr}$.

The map $v\mapsto v_r$ is linear from a space of dimension at least two to the real numbers, so it vanishes on some nonzero vector. Normalise that vector to $u$. Then $u_r=0$, and hence $q\cdot u=0$.

Let $0\le t\le Q_{rr}$. If $Q_{rr}=0$, then $t=0$ and $u$ has this density. Otherwise take

$$v=a\,q+b\,u,\qquad a=\frac{\sqrt t}{Q_{rr}},\qquad b=\sqrt{1-\frac{t}{Q_{rr}}} .$$

Then $v\cdot v=a^2Q_{rr}+b^2=1$ and $v_r^2=(aQ_{rr})^2=t$.

For the sum, expand $q=\sum_i a_i\varphi_i$ in an orthonormal basis of the level. The coefficients are $a_i=q\cdot\varphi_i=\varphi_i(r)$, so component $r$ reads $Q_{rr}=\sum_i\varphi_i(r)^2$.

### Benzene's level at $\alpha+\beta$

Let $\alpha$ be the energy of a carbon $p$ orbital and $\beta<0$ the coupling between neighbours; the sign makes in-phase combinations bonding. With atoms $0,\dots,5$ counted modulo 6, the secular equations are $\alpha v_i+\beta(v_{i+1}+v_{i-1})=\varepsilon v_i$.

At $\varepsilon=\alpha+\beta$ they become $v_{i+1}=v_i-v_{i-1}$, so

$$v=(v_0,\;v_1,\;v_1-v_0,\;-v_0,\;-v_1,\;v_0-v_1),$$

with $v_0$ and $v_1$ free. The level is twofold degenerate. The orbitals $\cos(\pi j/3)/\sqrt3$ and $\sin(\pi j/3)/\sqrt3$ form an orthonormal basis, which gives $Q_{ij}=\tfrac13\cos(\pi(i-j)/3)$ and $Q_{rr}=1/3$.

To see that this is the HOMO, let $\varepsilon<\alpha+\beta$ and $d_i=v_i-v_{i+3}$. The secular equations give $(\varepsilon-\alpha-\beta)(d_0+d_1)=0$ and likewise for $d_1+d_2$, so $d_1=-d_0$ and $d_2=d_0$. Then $(\varepsilon-\alpha+2\beta)d_0=0$, and all $d_i$ vanish. For $s_i=v_i+v_{i+3}$ one finds $(\varepsilon-\alpha+\beta)(s_0-s_1)=0$, and likewise for $s_1-s_2$. All the prefactors are negative, so $v$ is uniform. The uniform orbital has energy $\alpha+2\beta$ and takes two of the six electrons; the other four fill $\alpha+\beta$.

### What the Lean statements say

`level A ε` is the eigenspace of a real matrix `A`, which need not be symmetric. `IsLevelProjector` says that `Q` is symmetric, maps every vector into the level and fixes the level's vectors. Apart from `exists_node`, the general theorems assume such a `Q`; for benzene it is constructed. `densities A ε r` collects `v r ^ 2` over normalised real orbitals. The plain dot product `⬝ᵥ` means orthonormal site orbitals, with no overlap matrix, and the densities are per electron.

`densities_eq_Icc` identifies this set with the closed interval, and `sum_density` gives the sum for any finite orthonormal family spanning the level. `benzene_homo` states that the level `α + β` is twofold degenerate, that the uniform orbital lies at `α + 2β`, and that every orbital below `α + β` is uniform. That six electrons make `α + β` the HOMO follows from the count above and is not part of the Lean statement.

```lean
import Mathlib

open Matrix

namespace FrontierDensity

noncomputable section

variable {n : Type*} [Fintype n] [DecidableEq n]

/-- The level of the Hamiltonian matrix `A` at energy `ε`: all real vectors `v` with `A v = ε v`. -/
def level (A : Matrix n n ℝ) (ε : ℝ) : Submodule ℝ (n → ℝ) :=
  Module.End.eigenspace (Matrix.toLin' A) ε

/-- `Q` is the orthogonal projector onto the level of `A` at energy `ε`: it is symmetric,
maps every vector into the level, and leaves the vectors of the level unchanged. -/
structure IsLevelProjector (A : Matrix n n ℝ) (ε : ℝ) (Q : Matrix n n ℝ) : Prop where
  symm : Q.IsSymm
  maps_to : ∀ v, Q *ᵥ v ∈ level A ε
  fixes : ∀ v ∈ level A ε, Q *ᵥ v = v

/-- The single-orbital densities at site `r`: the values of `v r ^ 2` over all normalised
orbitals `v` of the level. -/
def densities (A : Matrix n n ℝ) (ε : ℝ) (r : n) : Set ℝ :=
  {x | ∃ v ∈ level A ε, v ⬝ᵥ v = 1 ∧ v r ^ 2 = x}

variable {A Q : Matrix n n ℝ} {ε : ℝ}

/-- Column `r` of the projector lies in the level, and its overlap with any orbital of the
level is the coefficient of that orbital at site `r`. -/
theorem projector_column (hQ : IsLevelProjector A ε Q) (r : n) :
    (fun s => Q s r) ∈ level A ε ∧ ∀ v ∈ level A ε, (fun s => Q s r) ⬝ᵥ v = v r := by
  constructor
  · have h : Q *ᵥ Pi.single r 1 = fun s => Q s r := by
      ext s
      simp [Matrix.mulVec, dotProduct, Pi.single_apply]
    rw [← h]
    exact hQ.maps_to _
  · intro v hv
    refine Eq.trans ?_ (congrFun (hQ.fixes v hv) r)
    simp only [Matrix.mulVec, dotProduct]
    refine Finset.sum_congr rfl fun s _ => ?_
    rw [hQ.symm.apply r s]

/-- The density of a normalised orbital of the level at site `r` is at most `Q r r`. -/
theorem density_le (hQ : IsLevelProjector A ε Q) {v : n → ℝ} (hv : v ∈ level A ε)
    (hn : v ⬝ᵥ v = 1) (r : n) : v r ^ 2 ≤ Q r r := by
  obtain ⟨hc, ho⟩ := projector_column hQ r
  have h1 : ∑ s, Q s r * v s = v r := ho v hv
  have h2 : ∑ s, Q s r ^ 2 = Q r r := by simpa only [dotProduct, sq] using ho _ hc
  have h3 : ∑ s, v s ^ 2 = 1 := by simpa only [dotProduct, sq] using hn
  -- Cauchy-Schwarz between column `r` and the orbital
  have h : (∑ s, Q s r * v s) ^ 2 ≤ (∑ s, Q s r ^ 2) * ∑ s, v s ^ 2 :=
    Finset.sum_mul_sq_le_sq_mul_sq Finset.univ (fun s => Q s r) v
  rwa [h1, h2, h3, mul_one] at h

/-- A level of dimension at least two contains, for each site `r`, a normalised orbital
that vanishes at `r`. -/
theorem exists_node (hdim : 2 ≤ Module.finrank ℝ (level A ε)) (r : n) :
    ∃ u ∈ level A ε, u ⬝ᵥ u = 1 ∧ u r = 0 := by
  let f : level A ε →ₗ[ℝ] ℝ :=
    (LinearMap.proj r : (n → ℝ) →ₗ[ℝ] ℝ).comp (level A ε).subtype
  have hk : LinearMap.ker f ≠ ⊥ :=
    LinearMap.ker_ne_bot_of_finrank_lt (by rw [Module.finrank_self]; omega)
  obtain ⟨⟨w, hwl⟩, hw, hw0⟩ := Submodule.exists_mem_ne_zero_of_ne_bot hk
  have hr : w r = 0 := LinearMap.mem_ker.mp hw
  have hne : w ≠ 0 := fun h => hw0 (Subtype.ext h)
  have hnn : 0 ≤ w ⬝ᵥ w := Finset.sum_nonneg fun i _ => mul_self_nonneg (w i)
  have hpos : 0 < w ⬝ᵥ w :=
    lt_of_le_of_ne hnn (Ne.symm fun h => hne (dotProduct_self_eq_zero.mp h))
  refine ⟨(√(w ⬝ᵥ w))⁻¹ • w, Submodule.smul_mem _ _ hwl, ?_, by simp [hr]⟩
  rw [smul_dotProduct, dotProduct_smul, smul_eq_mul, smul_eq_mul, ← mul_assoc, ← mul_inv,
    Real.mul_self_sqrt hnn, inv_mul_cancel₀ hpos.ne']

/-- In a level of dimension at least two, the single-orbital densities at site `r` fill
exactly the interval from `0` to the diagonal element `Q r r` of the level projector. -/
theorem densities_eq_Icc (hQ : IsLevelProjector A ε Q)
    (hdim : 2 ≤ Module.finrank ℝ (level A ε)) (r : n) :
    densities A ε r = Set.Icc 0 (Q r r) := by
  ext t
  constructor
  · rintro ⟨v, hv, hn, rfl⟩
    exact ⟨sq_nonneg _, density_le hQ hv hn r⟩
  · rintro ⟨h0, h1⟩
    obtain ⟨u, hu, hun, hur⟩ := exists_node hdim r
    rcases eq_or_lt_of_le (h0.trans h1) with hz | hp
    · exact ⟨u, hu, hun, by rw [hur]; linarith⟩
    · obtain ⟨hcl, ho⟩ := projector_column hQ r
      obtain ⟨c, hc, hcc, hcu, hcr⟩ : ∃ c ∈ level A ε,
          c ⬝ᵥ c = Q r r ∧ c ⬝ᵥ u = 0 ∧ c r = Q r r :=
        ⟨fun s => Q s r, hcl, ho _ hcl, (ho u hu).trans hur, rfl⟩
      have huc : u ⬝ᵥ c = 0 := by rw [dotProduct_comm, hcu]
      -- mixing coefficients of the column and the orbital with a node at `r`
      obtain ⟨a, b, hab, hat⟩ : ∃ a b : ℝ, a ^ 2 * Q r r + b ^ 2 = 1 ∧ (a * Q r r) ^ 2 = t := by
        refine ⟨√t / Q r r, √(1 - t / Q r r), ?_, ?_⟩
        · have h : t / Q r r ^ 2 * Q r r = t / Q r r := by field_simp
          rw [div_pow, Real.sq_sqrt h0, Real.sq_sqrt (sub_nonneg.2 ((div_le_one hp).2 h1)), h]
          ring
        · rw [div_mul_cancel₀ _ hp.ne', Real.sq_sqrt h0]
      refine ⟨a • c + b • u,
        Submodule.add_mem _ (Submodule.smul_mem _ _ hc) (Submodule.smul_mem _ _ hu), ?_, ?_⟩
      · simp only [add_dotProduct, dotProduct_add, smul_dotProduct, dotProduct_smul,
          smul_eq_mul, hcc, hcu, huc, hun]
        linear_combination hab
      · simp only [Pi.add_apply, Pi.smul_apply, smul_eq_mul, hur, hcr]
        linear_combination hat

/-- The densities at site `r` of the orbitals of any orthonormal basis of the level add up
to `Q r r`. -/
theorem sum_density {ι : Type*} [Fintype ι] [DecidableEq ι] (hQ : IsLevelProjector A ε Q)
    (φ : ι → n → ℝ) (horth : ∀ i j, φ i ⬝ᵥ φ j = if i = j then 1 else 0)
    (hspan : Submodule.span ℝ (Set.range φ) = level A ε) (r : n) :
    ∑ i, φ i r ^ 2 = Q r r := by
  obtain ⟨hc, ho⟩ := projector_column hQ r
  have hφ : ∀ i, φ i ∈ level A ε := fun i => by
    rw [← hspan]
    exact Submodule.subset_span ⟨i, rfl⟩
  rw [← hspan, Submodule.mem_span_range_iff_exists_fun] at hc
  obtain ⟨a, ha⟩ := hc
  -- the expansion coefficients of column `r` are the orbital coefficients at `r`
  have hai : ∀ j, a j = φ j r := fun j => by
    have h : (∑ i, a i • φ i) ⬝ᵥ φ j = ∑ i, a i * (φ i ⬝ᵥ φ j) := by
      simp only [dotProduct, Finset.sum_apply, Pi.smul_apply, smul_eq_mul, Finset.sum_mul,
        Finset.mul_sum, mul_assoc]
      exact Finset.sum_comm
    rw [ha, ho _ (hφ j)] at h
    simpa [horth] using h.symm
  have h := congrFun ha r
  simp only [Finset.sum_apply, Pi.smul_apply, smul_eq_mul, hai] at h
  simpa only [sq] using h

/-- In a one-dimensional level every normalised orbital has the density `Q r r` at site `r`. -/
theorem density_of_nondegenerate (hQ : IsLevelProjector A ε Q)
    (hdim : Module.finrank ℝ (level A ε) = 1) {v : n → ℝ} (hv : v ∈ level A ε)
    (hn : v ⬝ᵥ v = 1) (r : n) : v r ^ 2 = Q r r := by
  have hv0 : (⟨v, hv⟩ : level A ε) ≠ 0 := by
    intro h
    have h' : v = 0 := congrArg Subtype.val h
    simp [h'] at hn
  have hs := (finrank_eq_one_iff_of_nonzero' _ hv0).1 hdim
  have hspan : Submodule.span ℝ (Set.range fun _ : Unit => v) = level A ε := by
    refine le_antisymm (Submodule.span_le.2 ?_) fun w hw => ?_
    · rintro _ ⟨_, rfl⟩
      exact hv
    · obtain ⟨c, hc⟩ := hs ⟨w, hw⟩
      have h : c • v = w := congrArg Subtype.val hc
      rw [← h]
      exact Submodule.smul_mem _ _ (Submodule.subset_span ⟨(), rfl⟩)
  simpa using sum_density hQ (fun _ : Unit => v) (fun _ _ => by simp [hn]) hspan r

/-- The Hückel matrix of benzene with Coulomb integral `α` and resonance integral `β`. -/
def benzene (α β : ℝ) : Matrix (Fin 6) (Fin 6) ℝ :=
  !![α, β, 0, 0, 0, β; β, α, β, 0, 0, 0; 0, β, α, β, 0, 0;
     0, 0, β, α, β, 0; 0, 0, 0, β, α, β; β, 0, 0, 0, β, α]

/-- An explicit matrix on the six ring atoms, with diagonal elements `1/3`. -/
def benzeneProjector : Matrix (Fin 6) (Fin 6) ℝ :=
  (1 / 6 : ℝ) • !![2, 1, -1, -2, -1, 1; 1, 2, 1, -1, -2, -1; -1, 1, 2, 1, -1, -2;
     -2, -1, 1, 2, 1, -1; -1, -2, -1, 1, 2, 1; 1, -1, -2, -1, 1, 2]

/-- The secular equations of benzene, one for each ring atom. -/
theorem benzene_secular {α β ε : ℝ} {v : Fin 6 → ℝ} : v ∈ level (benzene α β) ε ↔
    α * v 0 + β * v 1 + β * v 5 = ε * v 0 ∧ α * v 1 + β * v 2 + β * v 0 = ε * v 1 ∧
    α * v 2 + β * v 3 + β * v 1 = ε * v 2 ∧ α * v 3 + β * v 4 + β * v 2 = ε * v 3 ∧
    α * v 4 + β * v 5 + β * v 3 = ε * v 4 ∧ α * v 5 + β * v 0 + β * v 4 = ε * v 5 := by
  rw [level, Module.End.mem_eigenspace_iff, Matrix.toLin'_apply]
  constructor
  · intro h
    have h0 := congrFun h 0
    have h1 := congrFun h 1
    have h2 := congrFun h 2
    have h3 := congrFun h 3
    have h4 := congrFun h 4
    have h5 := congrFun h 5
    simp [benzene, Matrix.mulVec, dotProduct, Fin.sum_univ_six] at h0 h1 h2 h3 h4 h5
    refine ⟨?_, ?_, ?_, ?_, ?_, ?_⟩ <;> linarith
  · rintro ⟨h0, h1, h2, h3, h4, h5⟩
    ext i
    fin_cases i <;> simp [benzene, Matrix.mulVec, dotProduct, Fin.sum_univ_six] <;> linarith

/-- For `β < 0` the level `α + β` of benzene is twofold degenerate, the uniform orbital lies at
`α + 2β`, and every orbital below `α + β` is uniform. -/
theorem benzene_homo {α β : ℝ} (hβ : β < 0) :
    Module.finrank ℝ (level (benzene α β) (α + β)) = 2 ∧
    (fun _ => 1) ∈ level (benzene α β) (α + 2 * β) ∧
    ∀ ε < α + β, ∀ v ∈ level (benzene α β) ε, ∀ i, v i = v 0 := by
  refine ⟨?_, ?_, ?_⟩
  · have hli : LinearIndependent ℝ
        ![(![1, 0, -1, -1, 0, 1] : Fin 6 → ℝ), ![0, 1, 1, 0, -1, -1]] :=
      LinearIndependent.pair_iff.2 fun s t h =>
        ⟨by simpa using congrFun h 0, by simpa using congrFun h 1⟩
    have hspan : level (benzene α β) (α + β) = Submodule.span ℝ (Set.range
        ![(![1, 0, -1, -1, 0, 1] : Fin 6 → ℝ), ![0, 1, 1, 0, -1, -1]]) := by
      ext v
      rw [benzene_secular, Submodule.mem_span_range_iff_exists_fun]
      constructor
      · rintro ⟨h0, h1, h2, h3, -, -⟩
        have e0 : v 1 + v 5 = v 0 := mul_left_cancel₀ hβ.ne (by linarith)
        have e1 : v 2 + v 0 = v 1 := mul_left_cancel₀ hβ.ne (by linarith)
        have e2 : v 3 + v 1 = v 2 := mul_left_cancel₀ hβ.ne (by linarith)
        have e3 : v 4 + v 2 = v 3 := mul_left_cancel₀ hβ.ne (by linarith)
        refine ⟨![v 0, v 1], ?_⟩
        ext i
        fin_cases i <;> simp [Fin.sum_univ_two] <;> linarith
      · rintro ⟨c, rfl⟩
        refine ⟨?_, ?_, ?_, ?_, ?_, ?_⟩ <;> simp [Fin.sum_univ_two] <;> ring
    rw [hspan]
    exact (finrank_span_eq_card hli).trans (Fintype.card_fin 2)
  · have h : α * 1 + β * 1 + β * 1 = (α + 2 * β) * 1 := by ring
    exact benzene_secular.2 ⟨h, h, h, h, h, h⟩
  · intro ε hε v hv
    obtain ⟨h0, h1, h2, h3, h4, h5⟩ := benzene_secular.1 hv
    have n1 : ε - α - β ≠ 0 := by linarith
    have n2 : ε - α + β ≠ 0 := by linarith
    have n3 : ε - α + 2 * β ≠ 0 := by linarith
    -- the part odd under inversion of the ring vanishes
    have a1 : (v 0 - v 3) + (v 1 - v 4) = 0 := (mul_eq_zero.1 (by
      linear_combination h3 - h0 + h4 - h1 :
        (ε - α - β) * ((v 0 - v 3) + (v 1 - v 4)) = 0)).resolve_left n1
    have a2 : (v 1 - v 4) + (v 2 - v 5) = 0 := (mul_eq_zero.1 (by
      linear_combination h4 - h1 + h5 - h2 :
        (ε - α - β) * ((v 1 - v 4) + (v 2 - v 5)) = 0)).resolve_left n1
    have a3 : v 0 - v 3 = 0 := (mul_eq_zero.1 (by
      linear_combination h3 - h0 + 2 * β * a1 - β * a2 :
        (ε - α + 2 * β) * (v 0 - v 3) = 0)).resolve_left n3
    -- the even part is uniform
    have s1 : (v 0 + v 3) - (v 1 + v 4) = 0 := (mul_eq_zero.1 (by
      linear_combination h1 + h4 - h0 - h3 :
        (ε - α + β) * ((v 0 + v 3) - (v 1 + v 4)) = 0)).resolve_left n2
    have s2 : (v 1 + v 4) - (v 2 + v 5) = 0 := (mul_eq_zero.1 (by
      linear_combination h2 + h5 - h1 - h4 :
        (ε - α + β) * ((v 1 + v 4) - (v 2 + v 5)) = 0)).resolve_left n2
    have k1 : v 1 = v 0 := by linarith
    have k2 : v 2 = v 0 := by linarith
    have k3 : v 3 = v 0 := by linarith
    have k4 : v 4 = v 0 := by linarith
    have k5 : v 5 = v 0 := by linarith
    intro i
    fin_cases i
    exacts [rfl, k1, k2, k3, k4, k5]

/-- For `β ≠ 0` the matrix `benzeneProjector` is the orthogonal projector onto the level
`α + β` of benzene. -/
theorem benzene_projector_witness {α β : ℝ} (hβ : β ≠ 0) :
    IsLevelProjector (benzene α β) (α + β) benzeneProjector where
  symm := Matrix.IsSymm.ext fun i j => by
    fin_cases i <;> fin_cases j <;> simp [benzeneProjector]
  maps_to v := by
    rw [benzene_secular]
    refine ⟨?_, ?_, ?_, ?_, ?_, ?_⟩ <;>
      simp [benzeneProjector, Matrix.mulVec, dotProduct, Fin.sum_univ_six] <;> ring
  fixes v hv := by
    obtain ⟨h0, h1, h2, h3, -, -⟩ := benzene_secular.1 hv
    have e0 : v 1 + v 5 = v 0 := mul_left_cancel₀ hβ (by linarith)
    have e1 : v 2 + v 0 = v 1 := mul_left_cancel₀ hβ (by linarith)
    have e2 : v 3 + v 1 = v 2 := mul_left_cancel₀ hβ (by linarith)
    have e3 : v 4 + v 2 = v 3 := mul_left_cancel₀ hβ (by linarith)
    ext i
    fin_cases i <;>
      simp [benzeneProjector, Matrix.mulVec, dotProduct, Fin.sum_univ_six] <;> linarith

/-- For `β < 0` the single-orbital densities of the benzene level `α + β` fill exactly the
interval from `0` to `1/3` at every ring atom. -/
theorem benzene_densities {α β : ℝ} (hβ : β < 0) (r : Fin 6) :
    densities (benzene α β) (α + β) r = Set.Icc 0 (1 / 3) := by
  have hr : benzeneProjector r r = 1 / 3 := by
    fin_cases r <;> norm_num [benzeneProjector]
  rw [densities_eq_Icc (benzene_projector_witness hβ.ne) (benzene_homo hβ).1.ge r, hr]

end

end FrontierDensity
```

```lean
#print axioms FrontierDensity.densities_eq_Icc
#print axioms FrontierDensity.density_of_nondegenerate
#print axioms FrontierDensity.benzene_densities
```

```
'FrontierDensity.densities_eq_Icc' depends on axioms: [propext, Classical.choice, Quot.sound]
'FrontierDensity.density_of_nondegenerate' depends on axioms: [propext, Classical.choice, Quot.sound]
'FrontierDensity.benzene_densities' depends on axioms: [propext, Classical.choice, Quot.sound]
```

### From the column to the ring

`projector_column` supplies $q$ and its overlaps, and `density_le` applies Cauchy–Schwarz. `exists_node` gets $u$ by comparing dimensions and then normalises it. In `densities_eq_Icc`, the facts `hab` and `hat` are the two conditions on $a$ and $b$, and `linear_combination` inserts them into the norm and the density. `sum_density` identifies the expansion coefficients in `hai`.

For benzene, `benzene_secular` turns membership of a level into six equations. Cancelling $\beta$ gives the recurrence, used both for the dimension and in `benzene_projector_witness`. The last part of `benzene_homo` follows the $d_i$ and $s_i$ argument, and `benzene_densities` puts in the diagonal element $1/3$.

### One dimension is too few

Dimension at least one would not suffice for the interval. Ethylene's bonding level is spanned by $(1,1)/\sqrt2$, so the density at either atom is $1/2$ and nothing else. `density_of_nondegenerate` gives the general form: in a one-dimensional level every normalised orbital has density $Q_{rr}$.

The same argument works for the overlap with any fixed real vector $w$, for instance a fragment orbital. With $Qw$ in place of $q$, the values of $(w\cdot v)^2$ fill $[0,\,w\cdot Qw]$ in a level of dimension at least two.

So when you use frontier densities as reactivity indices in a non-interacting Hückel model, sum or average them over an orthonormal basis of the whole degenerate level: a single orbital's value depends on the basis the diagonaliser happened to return.
